# The substitution ψ = φ/s trades the weight s² in a one-dimensional Laplacian for the pseudopotential s''/s

A one-dimensional Laplacian with density J, (1/J)(Jψ')', contains a first-derivative term when J varies, and rescaling the wavefunction removes it. The lemma `weightedLaplacian_reduction` says that if J = s² on an open set U of the real line, then for ψ = φ/s this operator gives (φ'' − (s''/s)φ)/s at every point of U. Here s is real and has no zeros in U, φ is complex-valued, and both functions and their first derivatives are differentiable on U; no normalisation or wave equation is assumed. The proof first rewrites the flux Jψ' near the point as sφ' − s'φ, which has no denominators, and then differentiates it, whereupon the terms s'φ' cancel.

The first attempt, which Lean rejects:

```lean
import Mathlib

open Set Filter Topology

namespace LiouvilleReduction

noncomputable section

/-- The function `f` and its first derivative are both differentiable on `U`. -/
def TwiceDiffOn {F : Type*} [NormedAddCommGroup F] [NormedSpace ℝ F]
    (f : ℝ → F) (U : Set ℝ) : Prop :=
  DifferentiableOn ℝ f U ∧ DifferentiableOn ℝ (deriv f) U

/-- The weighted second-order operator `(1/J) (J ψ')'` with density `J`, at points where `J` is
nonzero. -/
def weightedLaplacian (J : ℝ → ℝ) (ψ : ℝ → ℂ) (x : ℝ) : ℂ :=
  1 / (J x : ℂ) * deriv (fun y => (J y : ℂ) * deriv ψ y) x

/-- The pseudopotential `s''/s`, at points where `s` is nonzero. -/
def pseudopotential (s : ℝ → ℝ) (x : ℝ) : ℝ :=
  deriv (deriv s) x / s x

/-- The weighted flux of `ψ = φ/s` is `s² ψ' = s φ' - s' φ`. -/
theorem flux_identity {s : ℝ → ℝ} {φ : ℝ → ℂ} {x : ℝ} (h0 : s x ≠ 0)
    (hs : DifferentiableAt ℝ s x) (hφ : DifferentiableAt ℝ φ x) :
    (s x : ℂ) ^ 2 * deriv (fun y => φ y / (s y : ℂ)) x
      = (s x : ℂ) * deriv φ x - ((deriv s x : ℝ) : ℂ) * φ x := by
  have hne : (s x : ℂ) ≠ 0 := Complex.ofReal_ne_zero.mpr h0
  have hs' : HasDerivAt (fun y => (s y : ℂ)) ((deriv s x : ℝ) : ℂ) x :=
    hs.hasDerivAt.ofReal_comp
  rw [(hφ.hasDerivAt.fun_div hs' hne).deriv]
  field_simp

/-- With `J = s²` and `ψ = φ/s`, the weighted Laplacian of `ψ` is
`(φ'' - (s''/s) φ)/s`. -/
theorem weightedLaplacian_reduction {U : Set ℝ} (hU : IsOpen U) {J s : ℝ → ℝ}
    {φ : ℝ → ℂ} (hJ : ∀ y ∈ U, J y = s y ^ 2) (h0 : ∀ y ∈ U, s y ≠ 0)
    (hs : TwiceDiffOn s U) (hφ : TwiceDiffOn φ U) {x : ℝ} (hx : x ∈ U) :
    weightedLaplacian J (fun y => φ y / (s y : ℂ)) x
      = (deriv (deriv φ) x - (pseudopotential s x : ℂ) * φ x) / (s x : ℂ) := by
  have hne : (s x : ℂ) ≠ 0 := Complex.ofReal_ne_zero.mpr (h0 x hx)
  -- near `x` the flux has no denominators
  have hflux : (fun y => (J y : ℂ) * deriv (fun z => φ z / (s z : ℂ)) y)
      =ᶠ[𝓝 x] fun y => (s y : ℂ) * deriv φ y - (deriv s y : ℂ) * φ y := by
    filter_upwards [hU.mem_nhds hx] with y hy
    rw [hJ y hy, Complex.ofReal_pow]
    exact flux_identity (h0 y hy) (hs.1.differentiableAt (hU.mem_nhds hy))
      (hφ.1.differentiableAt (hU.mem_nhds hy))
  have hm := hU.mem_nhds hx
  have s1 : HasDerivAt (fun y => (s y : ℂ)) (deriv s x : ℂ) x :=
    (hs.1.differentiableAt hm).hasDerivAt.ofReal_comp
  have s2 : HasDerivAt (fun y => (deriv s y : ℂ)) (deriv (deriv s) x : ℂ) x :=
    (hs.2.differentiableAt hm).hasDerivAt.ofReal_comp
  have p1 := (hφ.1.differentiableAt hm).hasDerivAt
  have p2 := (hφ.2.differentiableAt hm).hasDerivAt
  -- the terms `s' φ'` cancel in the derivative of the flux
  unfold weightedLaplacian pseudopotential
  rw [hflux.deriv_eq, ((s1.fun_mul p2).fun_sub (s2.fun_mul p1)).deriv, hJ x hx,
    Complex.ofReal_pow, Complex.ofReal_div]
  field_simp
  ring

end

end LiouvilleReduction
```

Compiling this gives:

```
Main.lean:44:54: error: Application type mismatch: The argument
  s
has type
  ℝ → ℝ
but is expected to have type
  ℝ → ℂ
in the application
  deriv s
```

The message points to `(deriv s y : ℂ)` in the statement of `hflux`. This was meant as the real derivative of `s`, cast to a complex number. But `deriv` works for functions into many spaces, and Lean uses the expected type `ℂ` to choose which. It therefore takes `deriv` to be that of a complex-valued function and wants `s` to have type `ℝ → ℂ`, while `s` has type `ℝ → ℝ`. The neighbouring `(s y : ℂ)` is fine, because `s y` can only be real and Lean then inserts the cast.

The repair writes `((deriv s y : ℝ) : ℂ)`: the inner annotation fixes the derivative as real, and the outer one casts its value. The statements of `s1` and `s2` have the same fault, though the only message is for `hflux`, which comes first. They get the same cure, including for the second derivative `deriv (deriv s) x`. The line break in `s2` is mere layout.

Fix (accepted with no message):

```diff
@@ -42,5 +42,5 @@
   -- near `x` the flux has no denominators
   have hflux : (fun y => (J y : ℂ) * deriv (fun z => φ z / (s z : ℂ)) y)
-      =ᶠ[𝓝 x] fun y => (s y : ℂ) * deriv φ y - (deriv s y : ℂ) * φ y := by
+      =ᶠ[𝓝 x] fun y => (s y : ℂ) * deriv φ y - ((deriv s y : ℝ) : ℂ) * φ y := by
     filter_upwards [hU.mem_nhds hx] with y hy
     rw [hJ y hy, Complex.ofReal_pow]
@@ -48,7 +48,8 @@
       (hφ.1.differentiableAt (hU.mem_nhds hy))
   have hm := hU.mem_nhds hx
-  have s1 : HasDerivAt (fun y => (s y : ℂ)) (deriv s x : ℂ) x :=
+  have s1 : HasDerivAt (fun y => (s y : ℂ)) ((deriv s x : ℝ) : ℂ) x :=
     (hs.1.differentiableAt hm).hasDerivAt.ofReal_comp
-  have s2 : HasDerivAt (fun y => (deriv s y : ℂ)) (deriv (deriv s) x : ℂ) x :=
+  have s2 : HasDerivAt (fun y => ((deriv s y : ℝ) : ℂ))
+      ((deriv (deriv s) x : ℝ) : ℂ) x :=
     (hs.2.differentiableAt hm).hasDerivAt.ofReal_comp
   have p1 := (hφ.1.differentiableAt hm).hasDerivAt
```
